# For a full-rank state σ, a Hermiticity-preserving linear map that is self-adjoint under Tr(σA†B) commutes with A ↦ σAσ⁻¹

A: Let σ be a positive definite complex matrix and L a linear map on matrices with L(A†) = L(A)† for every A. If Tr(σ A† L(B)) = Tr(σ L(A)† B) for all A and B, then

    L(σAσ⁻¹) = σ L(A) σ⁻¹   for every A.

The self-adjointness condition is a form of quantum detailed balance, and A ↦ σAσ⁻¹ is the modular map of σ.

Q: Before I look at any code, show me why that is true.

A: Write ⟨A,B⟩ = Tr(σA†B) and Δ(A) = σAσ⁻¹. Since σ is Hermitian, Δ(A)† = σ⁻¹A†σ, and therefore σΔ(A)† = A†σ. Cyclicity of the trace gives

    ⟨Δ(A),B⟩ = Tr(A†σB) = Tr(σBA†) = ⟨B†,A†⟩.

Now use self-adjointness, this identity and Hermiticity preservation in turn:

    ⟨L(Δ(A)),B⟩ = ⟨Δ(A),L(B)⟩
                = ⟨L(B)†,A†⟩
                = ⟨L(B†),A†⟩
                = ⟨B†,L(A†)⟩
                = ⟨B†,L(A)†⟩
                = ⟨Δ(L(A)),B⟩.

This holds for every B. It remains to see that the form separates matrices. Suppose ⟨A,B⟩ = ⟨A′,B⟩ for all B, and put D = σA† − σA′†. Choosing B = D† gives Tr(DD†) = 0, which is the sum of |D_ab|² over all entries, so D = 0. Multiplying by σ⁻¹ gives A = A′.

Q: I accept the algebra. What kind of system does the Lean version describe?

A: One with finitely many levels, labelled by a finite type `n`. Observables and states are complex matrices with rows and columns indexed by `n`.

```lean
import Mathlib

open Matrix
open scoped ComplexOrder

namespace QuantumDetailedBalance

noncomputable section

variable {n : Type*} [Fintype n] [DecidableEq n]
```

Q: There are several inner products weighted by a state. Which one is fixed here?

A: The one with σ entirely to the left of A†, conjugate-linear in the first argument. Other placements of σ, such as splitting it into two square roots, can give different conditions when σ and the observables don't commute.

```lean
/-- The inner product of observables weighted by the state `σ`: `Tr(σ A† B)`. -/
def gns (σ A B : Matrix n n ℂ) : ℂ := (σ * Aᴴ * B).trace
```

The modular map is written out literally. For a Gibbs state σ = exp(−βH)/Z, with Hamiltonian H, inverse temperature β and partition function Z, it is evolution in imaginary time, A ↦ exp(−βH) A exp(βH).

```lean
/-- The modular map of the state `σ`, sending `A` to `σ A σ⁻¹`. -/
def modular (σ A : Matrix n n ℂ) : Matrix n n ℂ := σ * A * σ⁻¹
```

Q: And where is the master equation?

A: L stands for its generator in the Heisenberg picture, acting on observables. The type `Matrix n n ℂ →ₗ[ℂ] Matrix n n ℂ` says only that L is complex-linear. The first physical condition is that it sends Hermitian observables to Hermitian observables.

```lean
/-- The map `L` on observables respects Hermitian conjugation. -/
def HermiticityPreserving (L : Matrix n n ℂ →ₗ[ℂ] Matrix n n ℂ) : Prop :=
  ∀ A, L Aᴴ = (L A)ᴴ
```

The second is detailed balance.

```lean
/-- Quantum detailed balance: `L` is self-adjoint for the inner product `Tr(σ A† B)`. -/
def DetailedBalance (σ : Matrix n n ℂ) (L : Matrix n n ℂ →ₗ[ℂ] Matrix n n ℂ) : Prop :=
  ∀ A B, gns σ A (L B) = gns σ (L A) B
```

Complete positivity of the evolution and L(1) = 0 are not assumed, so the theorem also covers many unphysical maps.

Q: My generators contain a Hamiltonian term i[H,·]. Is that allowed?

A: Not generally. If H commutes with σ, that term changes sign when moved across the form, so L should then be read as the dissipative part alone. This is a comment on the definition, and the file has no theorem about Hamiltonian terms.

Q: What about the concrete states and processes?

A: A diagonal state has real populations p_i on its diagonal, and `levelProjector j` is |j⟩⟨j|.

```lean
/-- The state that is diagonal in the chosen basis, with populations `p`. -/
def diagonalState (p : n → ℝ) : Matrix n n ℂ := Matrix.diagonal fun i => (p i : ℂ)

/-- The projector on the basis state `j`. -/
def levelProjector (j : n) : Matrix n n ℂ := Matrix.diagonal fun a => if a = j then 1 else 0
```

The reset generator describes a system that is replaced by σ at unit rate. That reading needs Tr σ = 1, because only then does the generator annihilate the identity. The theorems themselves never require normalisation.

```lean
/-- The reset generator in the Heisenberg picture, `A ↦ Tr(σ A) 1 - A`. -/
def resetGenerator (σ : Matrix n n ℂ) : Matrix n n ℂ →ₗ[ℂ] Matrix n n ℂ where
  toFun A := (σ * A).trace • (1 : Matrix n n ℂ) - A
  map_add' A B := by
    simp only [Matrix.mul_add, Matrix.trace_add, add_smul]
    abel
  map_smul' c A := by
    simp [Matrix.trace_smul, smul_sub, smul_smul]
```

Q: Where does positive definiteness enter?

A: As the hypothesis `σ.PosDef`. Physically, every state has nonzero population, as at finite temperature; a pure ground state of a system with more than one level is excluded. The proof needs σ to be Hermitian and invertible, and the next lemma extracts invertibility.

```lean
/-- A positive definite state has an invertible determinant. -/
lemma isUnit_det {σ : Matrix n n ℂ} (hσ : σ.PosDef) : IsUnit σ.det :=
  (Matrix.isUnit_iff_isUnit_det σ).mp hσ.isUnit
```

The exchange identity follows. Its inner step `h` is σΔ(A)† = A†σ, and the last rewrite is cyclicity of the trace.

```lean
/-- For positive definite `σ`, applying the modular map in the first slot exchanges the two
observables and conjugates both of them. -/
theorem gns_modular {σ : Matrix n n ℂ} (hσ : σ.PosDef) (A B : Matrix n n ℂ) :
    gns σ (modular σ A) B = gns σ Bᴴ Aᴴ := by
  have h : σ * (modular σ A)ᴴ = Aᴴ * σ := by
    rw [modular, Matrix.conjTranspose_mul, Matrix.conjTranspose_mul,
      Matrix.conjTranspose_nonsing_inv, hσ.isHermitian.eq,
      Matrix.mul_nonsing_inv_cancel_left _ _ (isUnit_det hσ)]
  -- the rest is cyclicity of the trace
  rw [gns, gns, h, Matrix.conjTranspose_conjTranspose, Matrix.mul_assoc, Matrix.trace_mul_comm]
```

Separation uses the same test matrix as the derivation by hand. `h0` is Tr(DD†) = 0, `h1` is D = 0 rearranged, and `h2` cancels σ.

```lean
/-- For positive definite `σ`, two observables with the same weighted inner product against every
observable are equal. -/
theorem gns_ext {σ : Matrix n n ℂ} (hσ : σ.PosDef) {A A' : Matrix n n ℂ}
    (h : ∀ B, gns σ A B = gns σ A' B) : A = A' := by
  -- test against the conjugate of the difference itself
  have h0 : ((σ * Aᴴ - σ * A'ᴴ) * (σ * Aᴴ - σ * A'ᴴ)ᴴ).trace = 0 := by
    rw [Matrix.sub_mul, Matrix.trace_sub, sub_eq_zero]
    exact h _
  have h1 : σ * Aᴴ = σ * A'ᴴ :=
    sub_eq_zero.mp (Matrix.trace_mul_conjTranspose_self_eq_zero_iff.mp h0)
  have h2 : Aᴴ = A'ᴴ := by
    rw [← Matrix.nonsing_inv_mul_cancel_left σ Aᴴ (isUnit_det hσ), h1,
      Matrix.nonsing_inv_mul_cancel_left σ A'ᴴ (isUnit_det hσ)]
  exact Matrix.conjTranspose_injective h2
```

Q: Then the main theorem should be your six-step chain.

A: It is, line for line. `gns_ext` reduces the equality of two matrices to an equality of weighted products with an arbitrary B. In the `calc` block, `hL` moves L across the form, `hH` moves it past a conjugation, and `gns_modular` introduces and removes Δ.

```lean
/-- Modular symmetry: a Hermiticity-preserving map that obeys quantum detailed balance with respect
to a positive definite `σ` commutes with `A ↦ σ A σ⁻¹`. -/
theorem modular_symmetry {σ : Matrix n n ℂ} (hσ : σ.PosDef)
    {L : Matrix n n ℂ →ₗ[ℂ] Matrix n n ℂ} (hL : DetailedBalance σ L)
    (hH : HermiticityPreserving L) (A : Matrix n n ℂ) :
    L (modular σ A) = modular σ (L A) := by
  apply gns_ext hσ
  intro B
  calc gns σ (L (modular σ A)) B = gns σ (modular σ A) (L B) := (hL _ _).symm
    _ = gns σ (L B)ᴴ Aᴴ := gns_modular hσ _ _
    _ = gns σ (L Bᴴ) Aᴴ := by rw [hH B]
    _ = gns σ Bᴴ (L Aᴴ) := (hL _ _).symm
    _ = gns σ Bᴴ (L A)ᴴ := by rw [hH A]
    _ = gns σ (modular σ (L A)) B := (gns_modular hσ _ _).symm
```

Q: Commuting with Δ is rather abstract. What does it forbid?

A: Take a diagonal state with positive populations, which is positive definite:

```lean
omit [Fintype n] in
/-- A diagonal state with strictly positive populations is positive definite. -/
lemma diagonalState_posDef {p : n → ℝ} (hp : ∀ i, 0 < p i) : (diagonalState p).PosDef :=
  Matrix.PosDef.diagonal fun i => by exact_mod_cast hp i
```

The matrix unit E = |i⟩⟨j| satisfies Δ(E) = cE with c = p_i/p_j. By the main theorem, X = L(E) satisfies Δ(X) = cX, or after multiplication by σ from the right, cXσ = σX. The (k,l) entry reads

    (p_i/p_j) X_kl p_l = p_k X_kl.

So X_kl can be nonzero only if p_i/p_j = p_k/p_l.

For a Gibbs state at finite temperature, written in the energy eigenbasis, a Hermiticity-preserving dissipator that obeys this detailed balance therefore doesn't couple populations to coherences between levels of different energy. A Hamiltonian term, such as a drive, still can. If the dissipator in a simulation couples them, it violates at least one of the hypotheses.

In Lean, `Matrix.single i j 1` is E, `hE` is its eigenvalue equation multiplied by σ, and `h2` is the equation for X. The proof then assumes X_kl ≠ 0, cancels it, and contradicts `hne`.

```lean
/-- Selection rule: if `L` preserves Hermiticity and obeys detailed balance with a diagonal state of
positive populations, it does not couple `|i⟩⟨j|` to `|k⟩⟨l|` when the population ratios `p i / p j`
and `p k / p l` differ. -/
theorem selection_rule {p : n → ℝ} (hp : ∀ i, 0 < p i)
    {L : Matrix n n ℂ →ₗ[ℂ] Matrix n n ℂ} (hL : DetailedBalance (diagonalState p) L)
    (hH : HermiticityPreserving L) {i j k l : n} (hne : p i / p j ≠ p k / p l) :
    L (Matrix.single i j 1) k l = 0 := by
  have hσ := diagonalState_posDef hp
  have hj : (p j : ℂ) ≠ 0 := by exact_mod_cast (hp j).ne'
  obtain ⟨c, hc⟩ : ∃ c : ℂ, c * p j = p i := ⟨p i / p j, div_mul_cancel₀ _ hj⟩
  -- the matrix unit is an eigenvector of the modular map
  have hE : diagonalState p * Matrix.single i j (1 : ℂ)
      = (c • Matrix.single i j (1 : ℂ)) * diagonalState p := by
    ext a b
    simp only [diagonalState, Matrix.diagonal_mul, Matrix.mul_diagonal, Matrix.smul_apply,
      Matrix.single_apply, smul_eq_mul]
    split_ifs with hab
    · obtain ⟨rfl, rfl⟩ := hab
      linear_combination -hc
    · simp
  have h := modular_symmetry hσ hL hH (Matrix.single i j 1)
  rw [modular, hE, Matrix.mul_nonsing_inv_cancel_right _ _ (isUnit_det hσ), map_smul] at h
  -- so its image is an eigenvector with the same eigenvalue
  have h2 : (c • L (Matrix.single i j 1)) * diagonalState p
      = diagonalState p * L (Matrix.single i j 1) := by
    rw [h, modular, Matrix.nonsing_inv_mul_cancel_right _ _ (isUnit_det hσ)]
  have hkl := congrFun (congrFun h2 k) l
  simp only [diagonalState, Matrix.diagonal_mul, Matrix.mul_diagonal, Matrix.smul_apply,
    smul_eq_mul] at hkl
  by_contra hX
  apply hne
  have h3 : (p i : ℂ) * p l = p k * p j := by
    apply mul_right_cancel₀ hX
    linear_combination (p j : ℂ) * hkl - (L (Matrix.single i j 1) k l * p l) * hc
  rw [div_eq_div_iff (hp j).ne' (hp l).ne']
  exact_mod_cast h3
```

Q: I would also expect the ordinary rate condition for the populations.

A: It comes directly from self-adjointness, without the modular map. Write P_i = |i⟩⟨i| and insert P_j and P_i into the form:

    ⟨P_j,L(P_i)⟩ = p_j L(P_i)_jj
    ⟨L(P_j),P_i⟩ = p_i L(P_j)_ii.

The second line uses L(P_j)† = L(P_j). Detailed balance equates the two. When L generates a physical evolution and i ≠ j, L(P_i)_jj is the rate from j to i, because it is the initial growth rate of the population of i when the system starts in j. The equality is then the familiar balance of forward and backward flows.

The helper statements `h1` and `h2` evaluate the two traces. Positive populations aren't needed here.

```lean
/-- Classical detailed balance of the populations: if `L` preserves Hermiticity and obeys quantum
detailed balance with a diagonal state of populations `p`, then `p j` times the `j` diagonal element
of `L` on the projector `i` is symmetric under exchange of `i` and `j`. -/
theorem classical_detailed_balance {p : n → ℝ}
    {L : Matrix n n ℂ →ₗ[ℂ] Matrix n n ℂ} (hL : DetailedBalance (diagonalState p) L)
    (hH : HermiticityPreserving L) (i j : n) :
    (p j : ℂ) * L (levelProjector i) j j = p i * L (levelProjector j) i i := by
  have hP : (levelProjector j)ᴴ = levelProjector j := by
    rw [levelProjector, Matrix.diagonal_conjTranspose]
    congr 1
    funext a
    by_cases ha : a = j <;> simp [ha]
  have h1 (M : Matrix n n ℂ) :
      (diagonalState p * levelProjector j * M).trace = p j * M j j := by
    simp [diagonalState, levelProjector, Matrix.trace, Matrix.diagonal_mul]
  have h2 (M : Matrix n n ℂ) :
      (diagonalState p * M * levelProjector i).trace = p i * M i i := by
    simp [diagonalState, levelProjector, Matrix.trace, Matrix.diagonal_mul, Matrix.mul_diagonal]
  have h := hL (levelProjector j) (levelProjector i)
  rw [gns, gns, ← hH, hP, h1, h2] at h
  exact h
```

Q: Hermiticity preservation looks like a formality. Does the main theorem really depend on it?

A: Yes. Let L be left multiplication by a Hermitian matrix X. It is self-adjoint for the form, because

    Tr(σA†XB) = Tr(σ(XA)†B).

If it commutes with Δ, evaluating on the identity gives X = σXσ⁻¹, that is, Xσ = σX. Conversely, if Xσ = σX, then XσAσ⁻¹ = σXAσ⁻¹ for every A. A two-level state with populations 2/3 and 1/3, together with the X that swaps the levels, thus satisfies detailed balance and breaks modular symmetry. What fails is Hermiticity preservation, since XA† and (XA)† = A†X generally differ.

The three bullets of the Lean proof are these three arguments in the same order.

```lean
/-- For positive definite `σ`, left multiplication by a Hermitian `X` is self-adjoint for `Tr(σ A†
B)`, and it commutes with the modular map exactly when `X` commutes with `σ`. -/
theorem left_multiplication_sharpness {σ X : Matrix n n ℂ} (hσ : σ.PosDef)
    (hX : X.IsHermitian) :
    DetailedBalance σ (LinearMap.mulLeft ℂ X) ∧
      ((∀ A, X * modular σ A = modular σ (X * A)) ↔ X * σ = σ * X) := by
  have hu := isUnit_det hσ
  refine ⟨fun A B => ?_, fun h => ?_, fun h A => ?_⟩
  · simp only [gns, LinearMap.mulLeft_apply, Matrix.conjTranspose_mul, hX.eq, Matrix.mul_assoc]
  · -- evaluate on the identity
    have h1 := h 1
    simp only [modular, Matrix.mul_one, Matrix.mul_nonsing_inv σ hu] at h1
    calc X * σ = σ * X * σ⁻¹ * σ := by rw [← h1]
      _ = σ * X := Matrix.nonsing_inv_mul_cancel_right _ _ hu
  · simp only [modular, ← Matrix.mul_assoc, h]
```

Q: Last doubt: does any dissipative process satisfy all your hypotheses?

A: The reset generator does, for every diagonal state with positive populations. Since σ is Hermitian, the complex conjugate of Tr(σA) is Tr(σA†), and both sides of the detailed-balance condition equal

    Tr(σA†) Tr(σB) − Tr(σA†B).

The same conjugation rule gives L(A†) = L(A)†. In the proof it is called `hstar`; the first remaining goal is detailed balance and the second is Hermiticity preservation. With populations that sum to one and at least two levels, this is a genuine relaxation process towards σ.

```lean
/-- For every diagonal state with positive populations, the state is positive definite and the
reset generator obeys detailed balance and preserves Hermiticity. -/
theorem resetGenerator_witness {p : n → ℝ} (hp : ∀ i, 0 < p i) :
    (diagonalState p).PosDef ∧
      DetailedBalance (diagonalState p) (resetGenerator (diagonalState p)) ∧
      HermiticityPreserving (resetGenerator (diagonalState p)) := by
  have hσ := diagonalState_posDef hp
  refine ⟨hσ, ?_⟩
  generalize diagonalState p = σ at hσ ⊢
  have happ (A : Matrix n n ℂ) :
      resetGenerator σ A = (σ * A).trace • (1 : Matrix n n ℂ) - A := rfl
  -- expectation values of conjugate observables are complex conjugates
  have hstar (A : Matrix n n ℂ) : star (σ * A).trace = (σ * Aᴴ).trace := by
    rw [← Matrix.trace_conjTranspose, Matrix.conjTranspose_mul, hσ.isHermitian.eq,
      Matrix.trace_mul_comm]
  constructor
  · intro A B
    simp only [gns, happ, Matrix.conjTranspose_sub, Matrix.conjTranspose_smul,
      Matrix.conjTranspose_one, hstar, Matrix.mul_sub, Matrix.sub_mul, Matrix.mul_smul,
      Matrix.smul_mul, Matrix.mul_one, Matrix.trace_sub, Matrix.trace_smul, smul_eq_mul]
    ring
  · intro A
    simp only [happ, Matrix.conjTranspose_sub, Matrix.conjTranspose_smul,
      Matrix.conjTranspose_one, hstar]

end

end QuantumDetailedBalance
```

```lean
#print axioms QuantumDetailedBalance.selection_rule
-- 'QuantumDetailedBalance.selection_rule' depends on axioms: [propext, Classical.choice, Quot.sound]
#print axioms QuantumDetailedBalance.classical_detailed_balance
-- 'QuantumDetailedBalance.classical_detailed_balance' depends on axioms: [propext, Classical.choice, Quot.sound]
#print axioms QuantumDetailedBalance.left_multiplication_sharpness
-- 'QuantumDetailedBalance.left_multiplication_sharpness' depends on axioms: [propext, Classical.choice, Quot.sound]
```
